# AB − BA = cB holds exactly when exp(tA) B exp(−tA) = e^(ct) B for every complex t, for finite complex matrices

Exchange the two factors in exp(tA) exp(sB) and you get, in general, a different matrix. Evolving an operator has a similar difficulty: exp(tA) B exp(−tA) is in general an infinite series of nested commutators,

B + t[A, B] + (t²/2)[A, [A, B]] + …

and cutting the series off leaves an error. Both difficulties disappear when B is a ladder operator of A, meaning that [A, B] = AB − BA is a number c times B. The evolved operator is then B times e^(ct), and the two exponentials can be exchanged without error, provided that s is rescaled.

In quantum mechanics, take A to be a time-independent Hamiltonian H on a finite-dimensional space and set t = iτ/ħ, with τ the physical time. The product exp(tA) B exp(−tA) is then B in the Heisenberg picture, and c = ħω is the energy that B adds. The operator only acquires the phase e^(iωτ).

## The ladder relation

```lean
import Mathlib

open Matrix

namespace LadderOperatorEvolution

noncomputable section

variable {n : Type*} [Fintype n] [DecidableEq n]
```

The letter `n` stands for any finite set of labels for basis states. Everything below concerns square complex matrices over such a set, so unbounded operators on an infinite-dimensional space are not covered.

```lean
/-- `B` is a ladder operator of `A` with step `c`: the commutator `AB - BA` equals `cB`. -/
def IsLadder (A B : Matrix n n ℂ) (c : ℂ) : Prop :=
  A * B - B * A = c • B
```

`IsLadder A B c` is a name for the statement

AB − BA = cB.

The symbol `•` multiplies a matrix by a number. Neither A nor B has to be Hermitian, and c may be any complex number. The relation is a condition on the model: physically, it says that B changes the quantity A by a fixed amount.

```lean
/-- The ladder relation says that moving `A` through `B` shifts `A` by the number `c`. -/
lemma isLadder_iff (A B : Matrix n n ℂ) (c : ℂ) :
    IsLadder A B c ↔ A * B = B * (A + c • (1 : Matrix n n ℂ)) := by
  unfold IsLadder
  rw [mul_add, mul_smul_comm, mul_one, sub_eq_iff_eq_add, add_comm]
```

Moving BA to the other side gives an equivalent form,

AB = B(A + c),

where A + c means A plus c times the identity, written `c • (1 : Matrix n n ℂ)` in the code. Moving A through B therefore shifts A by c. The tactic `rw` replaces one side of a known equation by the other, as one does when rewriting a line of algebra.

```lean
/-- Moving a power of `A` through the ladder operator: `A^k B = B (A + c)^k`. -/
theorem pow_mul_ladder {A B : Matrix n n ℂ} {c : ℂ} (h : IsLadder A B c) (k : ℕ) :
    A ^ k * B = B * (A + c • (1 : Matrix n n ℂ)) ^ k := by
  have h' := (isLadder_iff A B c).mp h
  induction k with
  | zero => simp
  | succ k ih => rw [pow_succ, mul_assoc, h', ← mul_assoc, ih, mul_assoc, ← pow_succ]
```

The assumption `h : IsLadder A B c` is the ladder relation, and the conclusion is

A^k B = B(A + c)^k for k = 0, 1, 2, …

The argument is by induction. For k = 0 both sides are B. If the formula holds for k, then

A^(k+1) B = A^k (AB) = A^k B(A + c) = B(A + c)^k (A + c) = B(A + c)^(k+1).

The `succ` line of the proof makes these replacements in this order, with `ih` as the formula for k.

## From powers to exponentials

```lean
/-- The matrix exponential is the sum of its power series. -/
lemma exp_hasSum (X : Matrix n n ℂ) :
    HasSum (fun k : ℕ => ((k.factorial : ℂ)⁻¹) • X ^ k) (NormedSpace.exp X) := by
  let : NormedRing (Matrix n n ℂ) := Matrix.linftyOpNormedRing
  let : NormedAlgebra ℂ (Matrix n n ℂ) := Matrix.linftyOpNormedAlgebra
  exact NormedSpace.exp_series_hasSum_exp' (𝕂 := ℂ) X
```

This is the power series

exp(X) = Σ_k X^k / k!

`HasSum` says that the series converges and that its sum is the stated matrix. The proof selects a matrix norm in order to use the general convergence theorem; the norm does not appear in the statement.

```lean
/-- Adding the number `c` to `A` multiplies the propagator `exp(tA)` by `e^(ct)`. -/
lemma exp_shift (A : Matrix n n ℂ) (c t : ℂ) :
    NormedSpace.exp (t • (A + c • (1 : Matrix n n ℂ))) =
      Complex.exp (c * t) • NormedSpace.exp (t • A) := by
  -- the exponential of a multiple of the identity, summed term by term
  have hone : NormedSpace.exp ((c * t) • (1 : Matrix n n ℂ)) =
      Complex.exp (c * t) • (1 : Matrix n n ℂ) := by
    have h1 := exp_hasSum ((c * t) • (1 : Matrix n n ℂ))
    have h2 := (NormedSpace.exp_series_hasSum_exp' (𝕂 := ℂ) (c * t)).smul_const
      (1 : Matrix n n ℂ)
    rw [← Complex.exp_eq_exp_ℂ] at h2
    refine h1.unique ?_
    convert h2 using 2 with k
    rw [smul_pow, one_pow, smul_smul, smul_eq_mul]
  have hsplit : t • (A + c • (1 : Matrix n n ℂ)) =
      t • A + (c * t) • (1 : Matrix n n ℂ) := by
    rw [smul_add, smul_smul, mul_comm t c]
  have hcomm : Commute (t • A) ((c * t) • (1 : Matrix n n ℂ)) :=
    (Commute.one_right (t • A)).smul_right (c * t)
  rw [hsplit, Matrix.exp_add_of_commute _ _ hcomm, hone, mul_smul_comm, mul_one]
```

Adding a number to A multiplies the propagator by a scalar:

exp(t(A + c)) = e^(ct) exp(tA).

By hand, write t(A + c) = tA + ct·1. The two terms commute, so the exponential factorises, and exp(ct·1) = e^(ct)·1 follows from the series. In the proof, `hsplit` is the decomposition, `hcomm` the commutation and `hone` the exponential of a multiple of the identity.

```lean
/-- Propagating forward after propagating backward is the identity. -/
lemma exp_mul_exp_neg (X : Matrix n n ℂ) :
    NormedSpace.exp X * NormedSpace.exp (-X) = 1 := by
  rw [← Matrix.exp_add_of_commute _ _ (Commute.refl X).neg_right, add_neg_cancel,
    NormedSpace.exp_zero]
```

The matrices X and −X commute, so

exp(X) exp(−X) = exp(0) = 1.

```lean
/-- Moving the propagator through the ladder operator: `exp(tA) B = B exp(t(A + c))`. -/
theorem exp_mul_ladder {A B : Matrix n n ℂ} {c : ℂ} (h : IsLadder A B c) (t : ℂ) :
    NormedSpace.exp (t • A) * B =
      B * NormedSpace.exp (t • (A + c • (1 : Matrix n n ℂ))) := by
  have h1 := (exp_hasSum (t • A)).mul_right B
  have h2 := (exp_hasSum (t • (A + c • (1 : Matrix n n ℂ)))).mul_left B
  refine h1.unique ?_
  -- the two series agree term by term
  convert h2 using 2 with k
  simp only [smul_pow, smul_mul_assoc, mul_smul_comm, pow_mul_ladder h k]
```

The power rule now carries over to the exponential:

exp(tA) B = B exp(t(A + c)).

Expand the left side and apply the rule to each term:

Σ_k t^k A^k B / k! = Σ_k t^k B(A + c)^k / k!

The right side is B times the series for exp(t(A + c)). In Lean, `h1` and `h2` are the two series, already multiplied by B on the appropriate side. The command `h1.unique` uses the fact that a series has only one sum, and the last line matches the terms through `pow_mul_ladder`.

## The equivalence

```lean
/-- `B` is a ladder operator of `A` with step `c` if and only if
`exp(tA) B exp(-tA) = e^(ct) B` for every complex `t`. -/
theorem isLadder_iff_exp_conj (A B : Matrix n n ℂ) (c : ℂ) :
    IsLadder A B c ↔ ∀ t : ℂ,
      NormedSpace.exp (t • A) * B * NormedSpace.exp (-(t • A)) =
        Complex.exp (c * t) • B := by
  constructor
  · intro h t
    rw [exp_mul_ladder h, exp_shift, mul_smul_comm, smul_mul_assoc, mul_assoc,
      exp_mul_exp_neg, mul_one]
  · intro h
    have hfun : ∀ t : ℂ, NormedSpace.exp (t • A) * B =
        B * NormedSpace.exp (t • (A + c • (1 : Matrix n n ℂ))) := by
      intro t
      have hinv := exp_mul_exp_neg (-(t • A))
      rw [neg_neg] at hinv
      rw [exp_shift, mul_smul_comm, ← smul_mul_assoc, ← h t, mul_assoc _ _
        (NormedSpace.exp (t • A)), hinv, mul_one]
    -- compare the derivatives of both sides at t = 0
    let : NormedRing (Matrix n n ℂ) := Matrix.linftyOpNormedRing
    let : NormedAlgebra ℂ (Matrix n n ℂ) := Matrix.linftyOpNormedAlgebra
    have h1 := (hasDerivAt_exp_smul_const A (0 : ℂ)).mul_const B
    have h2 := (hasDerivAt_exp_smul_const (A + c • (1 : Matrix n n ℂ)) (0 : ℂ)).const_mul B
    have h3 := h1.unique (h2.congr_of_eventuallyEq (Filter.Eventually.of_forall hfun))
    rw [zero_smul, zero_smul, NormedSpace.exp_zero, one_mul, one_mul] at h3
    exact (isLadder_iff A B c).mpr h3
```

The symbol `↔` means "if and only if", and `∀ t : ℂ` means "for every complex t". Real and imaginary time are both included.

Suppose first that the ladder relation holds. The previous results give

exp(tA) B exp(−tA) = B exp(t(A + c)) exp(−tA) = e^(ct) B exp(tA) exp(−tA) = e^(ct) B.

The first `rw` in the proof follows this chain.

Conversely, suppose that the evolution formula holds for every t. Multiplying on the right by exp(tA) and absorbing the scalar into the exponential gives

exp(tA) B = B exp(t(A + c)),

which is `hfun`. Differentiate both sides at t = 0. The derivative of the left side is AB and that of the right side is B(A + c), so AB = B(A + c), which is the ladder relation. In the code, `h1` and `h2` are the two derivatives, and `h3` equates them because a function has only one derivative at a point.

```lean
/-- Exact reordering of two propagators:
`exp(tA) exp(sB) = exp(s e^(ct) B) exp(tA)` for a ladder operator `B` of `A`. -/
theorem exp_mul_exp_ladder {A B : Matrix n n ℂ} {c : ℂ} (h : IsLadder A B c) (s t : ℂ) :
    NormedSpace.exp (t • A) * NormedSpace.exp (s • B) =
      NormedSpace.exp ((s * Complex.exp (c * t)) • B) * NormedSpace.exp (t • A) := by
  have hinv := exp_mul_exp_neg (-(t • A))
  rw [neg_neg] at hinv
  have h1 : NormedSpace.exp (t • A) * (s • B) * (NormedSpace.exp (t • A))⁻¹ =
      (s * Complex.exp (c * t)) • B := by
    rw [← Matrix.exp_neg, mul_smul_comm, smul_mul_assoc,
      (isLadder_iff_exp_conj A B c).mp h t, smul_smul]
  -- the exponential of a conjugated matrix is the conjugated exponential
  rw [← h1, Matrix.exp_conj _ _ (Matrix.isUnit_exp _), ← Matrix.exp_neg, mul_assoc,
    hinv, mul_one]
```

For any complex s and t, this is the exact exchange rule

exp(tA) exp(sB) = exp(s e^(ct) B) exp(tA).

To derive it, put P = exp(tA). By the equivalence,

P (sB) P⁻¹ = s e^(ct) B.

The exponential of a conjugated matrix is the conjugated exponential, so

exp(s e^(ct) B) = P exp(sB) P⁻¹.

Multiplying on the right by P gives the rule. The proof calls the first of these equations `h1`, and `Matrix.exp_conj` supplies the second.

Splitting methods approximate a propagator by a product of simpler exponentials. If two such factors are exp(tA) and exp(sB), with B a ladder operator of A, they can be reordered without error once s is rescaled. The rule does not remove the error of the splitting itself. Nor does it apply to two Hermitian parts of a Hamiltonian that do not commute: for c ≠ 0 a finite ladder operator is nilpotent, as shown below, and a Hermitian nilpotent matrix is zero.

## Climbing the spectrum, and where the ladder ends

```lean
/-- If `A v = a v`, then `A (B v) = (a + c) (B v)` for a ladder operator `B` with step `c`. -/
theorem ladder_shifts_eigenvalue {A B : Matrix n n ℂ} {c : ℂ} (h : IsLadder A B c)
    {v : n → ℂ} {a : ℂ} (hv : A *ᵥ v = a • v) :
    A *ᵥ (B *ᵥ v) = (a + c) • (B *ᵥ v) := by
  rw [Matrix.mulVec_mulVec, (isLadder_iff A B c).mp h, ← Matrix.mulVec_mulVec,
    Matrix.add_mulVec, Matrix.smul_mulVec, Matrix.one_mulVec, hv, ← add_smul,
    Matrix.mulVec_smul]
```

The symbol `*ᵥ` applies a matrix to a vector. If Av = av, then

A(Bv) = B(A + c)v = (a + c)Bv.

The `rw` sequence carries out this calculation. When Bv is nonzero, it is an eigenvector of A with eigenvalue a + c. The theorem also allows Bv = 0, which is what happens at the end of a ladder.

```lean
/-- The `k`-th power of a ladder operator with step `c` is a ladder operator with step `kc`. -/
lemma ladder_pow {A B : Matrix n n ℂ} {c : ℂ} (h : IsLadder A B c) (k : ℕ) :
    IsLadder A (B ^ k) (k * c) := by
  unfold IsLadder at h ⊢
  induction k with
  | zero => simp
  | succ k ih =>
    have hsplit : A * B ^ (k + 1) - B ^ (k + 1) * A =
        (A * B ^ k - B ^ k * A) * B + B ^ k * (A * B - B * A) := by
      simp only [pow_succ, mul_sub, sub_mul, mul_assoc]
      abel
    rw [hsplit, ih, h, smul_mul_assoc, mul_smul_comm, ← pow_succ, ← add_smul]
    congr 1
    push_cast
    ring
```

Climbing k rungs changes A by k steps:

A B^k − B^k A = kc B^k.

For k = 0 both sides vanish. The induction step uses the identity

A B^(k+1) − B^(k+1) A = (A B^k − B^k A)B + B^k(AB − BA),

called `hsplit`. Its right side is kc B^(k+1) + c B^(k+1) = (k + 1)c B^(k+1).

```lean
/-- In finite dimension a ladder operator with nonzero step is nilpotent. -/
theorem ladder_isNilpotent {A B : Matrix n n ℂ} {c : ℂ} (h : IsLadder A B c) (hc : c ≠ 0) :
    IsNilpotent B := by
  by_contra hB
  have hne : ∀ k : ℕ, B ^ k ≠ 0 := fun k hk => hB ⟨k, hk⟩
  have hinj : Function.Injective (fun k : ℕ => (k : ℂ) * c) := by
    intro i j hij
    exact Nat.cast_injective (mul_right_cancel₀ hc hij)
  -- the powers of B would be infinitely many independent eigenvectors of X ↦ AX - XA
  have hli := Module.End.eigenvectors_linearIndependent'
    (LinearMap.mulLeft ℂ A - LinearMap.mulRight ℂ A) (fun k : ℕ => (k : ℂ) * c) hinj
    (fun k => B ^ k)
    (fun k => ⟨Module.End.mem_eigenspace_iff.mpr (ladder_pow h k), hne k⟩)
  have hfin : Finite ℕ := hli.finite_of_isNoetherian
  exact not_finite ℕ
```

If c ≠ 0, then B is nilpotent: some power of B is zero. In a finite-dimensional space, a ladder with a nonzero step must end.

Suppose instead that every B^k is nonzero. Consider the linear map that sends a matrix X to AX − XA. By the preceding lemma, each B^k is an eigenvector of this map with eigenvalue kc. These eigenvalues are all different because c ≠ 0, so the powers of B are linearly independent. There would then be infinitely many independent vectors in the finite-dimensional space of matrices, a contradiction.

The tactic `by_contra` starts the argument by contradiction. `hne` says that no power vanishes, `hinj` that the eigenvalues are distinct, and `hli` that the powers are independent. The finite dimension is essential to this argument: the creation operator of the full harmonic oscillator is not nilpotent.

## A truncated harmonic oscillator

```lean
/-- The number operator of a harmonic oscillator truncated to `d + 2` levels. -/
def number (d : ℕ) : Matrix (Fin (d + 2)) (Fin (d + 2)) ℂ :=
  Matrix.diagonal fun i => ((i : ℕ) : ℂ)
```

Here d is any natural number, including zero, so the oscillator has at least two levels, labelled 0, 1, …, d + 1. The number operator is diagonal, with the level label as its entry. The energy unit ħω and the zero-point energy are left out.

```lean
/-- The creation operator of the truncated oscillator, with entry `√(j + 1)` from level `j`
to level `j + 1`. -/
def creation (d : ℕ) : Matrix (Fin (d + 2)) (Fin (d + 2)) ℂ :=
  Matrix.of fun i j => if (i : ℕ) = (j : ℕ) + 1 then ((Real.sqrt (i : ℕ) : ℝ) : ℂ) else 0
```

The creation operator has an entry only where the row i is one above the column j:

B_ij = √i = √(j + 1) if i = j + 1, and B_ij = 0 otherwise.

It takes each level j below the highest to level j + 1, with the factor √(j + 1), and sends the highest retained level to the zero vector.

```lean
/-- The creation operator of the truncated oscillator is a nonzero ladder operator of the
number operator with step one. -/
theorem isLadder_witness (d : ℕ) :
    IsLadder (number d) (creation d) 1 ∧ creation d ≠ 0 := by
  constructor
  · unfold IsLadder number creation
    ext i j
    simp only [Matrix.sub_apply, Matrix.diagonal_mul, Matrix.mul_diagonal,
      Matrix.smul_apply, Matrix.of_apply, smul_eq_mul]
    split_ifs with hij
    · have hij' : ((i : ℕ) : ℂ) = ((j : ℕ) : ℂ) + 1 := by exact_mod_cast hij
      linear_combination ((Real.sqrt (i : ℕ) : ℝ) : ℂ) * hij'
    · simp
  · intro h
    have h1 : creation d ⟨1, by omega⟩ ⟨0, by omega⟩ = 1 := by simp [creation]
    rw [h] at h1
    simp at h1

end

end LadderOperatorEvolution
```

This theorem shows that the ladder relation is satisfied by a nonzero B at every allowed truncation, with c = 1. With A the number operator and B the creation operator, the entries of the commutator are

(AB − BA)_ij = (i − j)B_ij.

Where B_ij is nonzero, i − j = 1, so the commutator equals B. The tactic `ext i j` reduces the matrix equation to its entries, and `split_ifs` separates the two cases in the definition of B. To see that B is nonzero, the proof looks at the entry in row 1, column 0, which is √1 = 1.

## Two levels with numbers

Take d = 0 and write matrices row by row. Then

A = [0, 0; 0, 1], B = [0, 0; 1, 0], c = 1.

Choose t = ln 2, so that e^(ct) = 2 and exp(tA) = [1, 0; 0, 2]. A real t like this one corresponds to imaginary physical time; it is chosen to keep the numbers simple. The evolved operator is

[1, 0; 0, 2] [0, 0; 1, 0] [1, 0; 0, 1/2] = [0, 0; 2, 0] = 2B.

For the exchange rule, choose s = 3. Since B² = 0, the series for exp(3B) stops after two terms, and exp(3B) = 1 + 3B = [1, 0; 3, 1]. Therefore

exp(tA) exp(3B) = [1, 0; 0, 2] [1, 0; 3, 1] = [1, 0; 6, 2].

With s rescaled from 3 to 6, the other order gives the same matrix:

exp(6B) exp(tA) = [1, 0; 6, 1] [1, 0; 0, 2] = [1, 0; 6, 2].

Exchanging the factors without the rescaling gives [1, 0; 3, 2], whose lower-left entry is too small by a factor of two.

```lean
#print axioms LadderOperatorEvolution.isLadder_iff_exp_conj
#print axioms LadderOperatorEvolution.exp_mul_exp_ladder
#print axioms LadderOperatorEvolution.ladder_shifts_eigenvalue
#print axioms LadderOperatorEvolution.ladder_isNilpotent
```

```
'LadderOperatorEvolution.isLadder_iff_exp_conj' depends on axioms: [propext, Classical.choice, Quot.sound]
'LadderOperatorEvolution.exp_mul_exp_ladder' depends on axioms: [propext, Classical.choice, Quot.sound]
'LadderOperatorEvolution.ladder_shifts_eigenvalue' depends on axioms: [propext, Classical.choice, Quot.sound]
'LadderOperatorEvolution.ladder_isNilpotent' depends on axioms: [propext, Classical.choice, Quot.sound]
```
